# For positively oriented unit Bloch vectors, the phase of tr P₁P₂P₃ is half the spherical excess

## Overlap phases that mean nothing alone

Diagonalise a two-band Hamiltonian at two points of the Brillouin zone and take the phase of the overlap $\langle u_1|u_2\rangle$. The number is arbitrary, because each eigenvector carries a phase chosen by the diagonalisation routine. Around a closed loop of three points these phases cancel, but the product is still only a complex number. Without a geometric value to compare it with, a wrong sign or a lost factor of two in a Berry phase can go unnoticed.

Write the Hamiltonian as $d_0+\mathbf d\cdot\boldsymbol\sigma$ with $\mathbf d\neq0$ and set $n=\mathbf d/|\mathbf d|$. The projector on the upper band is $P(n)=(1+n\cdot\sigma)/2$, and with $P_j=P(n_j)$

$$\operatorname{tr}P_1P_2P_3=\langle u_1|u_2\rangle\langle u_2|u_3\rangle\langle u_3|u_1\rangle .$$

The phase of this product is the discrete Berry phase of the loop, up to a sign convention: many texts define the Berry phase as minus this argument. For non-interacting two-band models, such phases approximate, up to the same sign convention, the Berry flux through the small triangles of a $k$-mesh.

## The trace from the Pauli algebra

Since $(a\cdot\sigma)(b\cdot\sigma)=a\cdot b+i(a\times b)\cdot\sigma$, the traces of zero, one, two and three Pauli factors are $2$, $0$, $2\,a\cdot b$ and $2i\,a\cdot(b\times c)$. Expanding $\frac18\prod_j(1+n_j\cdot\sigma)$ gives, for vectors of any length,

$$\operatorname{tr}P_1P_2P_3=\tfrac14\left(1+a+b+c+it\right)=\tfrac14 w,$$

where from here on $a=n_1\cdot n_2$, $b=n_2\cdot n_3$, $c=n_3\cdot n_1$ and $t=n_1\cdot(n_2\times n_3)$. Exchanging $n_2$ and $n_3$ flips the sign of $t$ and so conjugates the trace.

## Three vertex angles and one phase

Let the vectors now have unit length and let $t>0$. The Gram determinant gives

$$t^2=1+2abc-a^2-b^2-c^2 .$$

Hence $|w|^2=(1+a+b+c)^2+t^2=2(1+a)(1+b)(1+c)$, so the squared modulus of the trace is the product of the three squared overlaps $|\langle u_i|u_j\rangle|^2=(1+n_i\cdot n_j)/2$.

From $|n_1\mp n_2|^2=2\mp2a\ge0$ we have $-1\le a\le1$. At $a=\pm1$ the Gram formula would give $t^2=-(b\mp c)^2\le0$, so $-1<a<1$. The same holds for $b$ and $c$.

The angle $A$ at $n_1$ lies between the planes of the two sides that meet there. The normals satisfy $(n_1\times n_2)\cdot(n_1\times n_3)=b-ac$ and $(n_1\times n_2)\times(n_1\times n_3)=t\,n_1$. Therefore $A=\arg z_1$, and likewise $B=\arg z_2$ at $n_2$ and $C=\arg z_3$ at $n_3$, with

$$z_1=b-ac+it,\quad z_2=c-ab+it,\quad z_3=a-bc+it .$$

To multiply them, put $S=a+b+c$, $Q=ab+bc+ca$, $R=abc$ and $D=(1-a)(1-b)(1-c)=1-S+Q-R$. Then $t^2=1+2R-S^2+2Q$. The real parts of the $z_j$ have

- sum $S-Q$,
- sum of pairwise products $Q-SQ+3R+RS$,
- product $R-Q^2+2RS+RS^2-2RQ-R^2$.

Substituting these,

$$\operatorname{Im}z_1z_2z_3=t\,(Q-SQ+3R+RS-t^2)=-D\,(1+S)\,t,$$

$$\operatorname{Re}z_1z_2z_3=R-Q^2+2RS+RS^2-2RQ-R^2-t^2(S-Q)=-D\,(S+S^2-Q-R).$$

Because $w^2=2(S+S^2-Q-R)+2i(1+S)t$, this says

$$z_1z_2z_3=-\tfrac12D\,w^2,\qquad D>0 .$$

With $\varphi=\arg w$, it follows that $A+B+C-\pi-2\varphi=2\pi m$ for some integer $m$.

All four arguments lie in $(0,\pi)$. Moreover

$$\operatorname{Im}(w\bar z_1)=t\,(b-ac-1-a-b-c)=-t(1+a)(1+c)<0,$$

so $\sin(\varphi-A)<0$ and $\varphi<A$. In the same way $\operatorname{Im}(w\bar z_2)=-t(1+a)(1+b)<0$ gives $\varphi<B$. Then $2\pi m>C-\pi>-\pi$, while $A+B+C<3\pi$ and $\varphi>0$ give $2\pi m<2\pi$. Hence $m=0$ and

$$\arg\operatorname{tr}P_1P_2P_3=\tfrac12(A+B+C-\pi).$$

## What the Lean definitions say

A Bloch vector is a function `Fin 3 → ℝ` with components 0, 1, 2 for $x,y,z$; it is a point in the space of the Bloch sphere, not a crystal momentum. `blochMatrix n` is $P(n)$, which is a projector only when $n$ has unit length. The symbols `⬝ᵥ` and `⨯₃` are the dot and cross products.

`vertexAngle p q r` is the argument, in $(-\pi,\pi]$, of the unnormalised number with real part $(p\times q)\cdot(p\times r)$ and imaginary part $p\cdot(q\times r)$. For unit $p$ its modulus is $|p\times q||p\times r|$, which does not affect the angle. `sphericalExcess` is the sum of three such angles minus $\pi$. For a positively oriented triangle on the unit sphere this equals the enclosed solid angle by Girard's theorem, taken here from geometry. For the opposite orientation the three angles are negative and the definition is not the excess.

The main theorem, `arg_trace_eq_half_excess`, assumes three unit vectors (`h₁`, `h₂`, `h₃`) and a positive triple product (`ht`). Physically, the states at the three points are pure band states, and their Bloch vectors run counter-clockwise seen from outside the sphere. For a negative triple product, exchange two vectors and conjugate the trace. The lower band has projector $P(-n)$, which also reverses the sign of $t$.

The triangle has great-circle sides, whereas a real band follows its own curve $n(k)$ between mesh points. Passing to the continuous Berry phase takes a limit of fine meshes, which the theorem does not contain.

## One vector of the wrong length

Take $n_1=(2,0,0)$, $n_2=(0,1,0)$, $n_3=(0,0,1)$. This is an algebraic test, not a physical state: $P(n_1)$ has eigenvalues $3/2$ and $-1/2$. The triple product is $2>0$ and two of the vectors have unit length. The trace is $(1+2i)/4$, with phase $\arctan 2$. The three vertex angles are still $\pi/2$, so half the excess is $\pi/4$. Unit length of two vectors is therefore not enough for the phase rule, although the trace formula still holds.

## The complete Lean source

```lean
import Mathlib

open Matrix

namespace TwoBandSolidAngle

noncomputable section

/-- The Pauli matrix `σ_x`. -/
def pauliX : Matrix (Fin 2) (Fin 2) ℂ := !![0, 1; 1, 0]

/-- The Pauli matrix `σ_y`. -/
def pauliY : Matrix (Fin 2) (Fin 2) ℂ := !![0, -Complex.I; Complex.I, 0]

/-- The Pauli matrix `σ_z`. -/
def pauliZ : Matrix (Fin 2) (Fin 2) ℂ := !![1, 0; 0, -1]

/-- The two-band matrix `P(n) = (1 + n·σ)/2` of a real Bloch vector `n`. -/
def blochMatrix (n : Fin 3 → ℝ) : Matrix (Fin 2) (Fin 2) ℂ :=
  (1 / 2 : ℂ) • (1 + (n 0 : ℂ) • pauliX + (n 1 : ℂ) • pauliY + (n 2 : ℂ) • pauliZ)

/-- The oriented angle at the vertex `p` of the spherical triangle `p, q, r`, from the plane of
`p, q` to the plane of `p, r`, for unit vectors with `p` neither parallel nor antiparallel to `q` or
`r`. -/
def vertexAngle (p q r : Fin 3 → ℝ) : ℝ :=
  Complex.arg ⟨(p ⨯₃ q) ⬝ᵥ (p ⨯₃ r), p ⬝ᵥ (q ⨯₃ r)⟩

/-- The spherical excess of a positively oriented triangle (`p·(q × r) > 0`) on the unit sphere: the
sum of its three vertex angles minus `π`. -/
def sphericalExcess (p q r : Fin 3 → ℝ) : ℝ :=
  vertexAngle p q r + vertexAngle q r p + vertexAngle r p q - Real.pi

/-- The trace of three two-band matrices is
`(1 + n₁·n₂ + n₂·n₃ + n₃·n₁ + i n₁·(n₂ × n₃))/4`, for all real Bloch vectors. -/
theorem trace_three (n₁ n₂ n₃ : Fin 3 → ℝ) :
    (blochMatrix n₁ * blochMatrix n₂ * blochMatrix n₃).trace =
      (((1 + n₁ ⬝ᵥ n₂ + n₂ ⬝ᵥ n₃ + n₃ ⬝ᵥ n₁ : ℝ) : ℂ)
        + Complex.I * ((n₁ ⬝ᵥ (n₂ ⨯₃ n₃) : ℝ) : ℂ)) / 4 := by
  have hP : ∀ n : Fin 3 → ℝ, blochMatrix n =
      !![(1 + (n 2 : ℂ)) / 2, ((n 0 : ℂ) - n 1 * Complex.I) / 2;
         ((n 0 : ℂ) + n 1 * Complex.I) / 2, (1 - (n 2 : ℂ)) / 2] := by
    intro n
    ext i j
    fin_cases i <;> fin_cases j <;> simp [blochMatrix, pauliX, pauliY, pauliZ] <;> ring
  rw [hP, hP, hP]
  simp only [Matrix.mul_fin_two, Matrix.trace_fin_two_of, cross_apply, dotProduct,
    Fin.sum_univ_three, Matrix.cons_val]
  push_cast
  -- only the products of two `σ_y` components need `i² = -1`
  linear_combination (-((n₁ 1 : ℂ) * n₂ 1 + n₂ 1 * n₃ 1 + n₃ 1 * n₁ 1) / 4) * Complex.I_sq

/-- Traversing the three Bloch vectors in the opposite order conjugates the trace. -/
theorem trace_reverse (n₁ n₂ n₃ : Fin 3 → ℝ) :
    (blochMatrix n₁ * blochMatrix n₃ * blochMatrix n₂).trace =
      starRingEnd ℂ (blochMatrix n₁ * blochMatrix n₂ * blochMatrix n₃).trace := by
  rw [trace_three, trace_three, ← cross_anticomm n₂ n₃, dotProduct_neg,
    dotProduct_comm n₁ n₃, dotProduct_comm n₃ n₂, dotProduct_comm n₂ n₁]
  simp only [map_add, map_mul, map_div₀, Complex.conj_ofReal, Complex.conj_I, map_ofNat]
  push_cast
  ring

/-- The squared triple product of three unit vectors is the Gram determinant of their
mutual cosines. -/
theorem triple_sq {p q r : Fin 3 → ℝ} (hp : p ⬝ᵥ p = 1) (hq : q ⬝ᵥ q = 1) (hr : r ⬝ᵥ r = 1) :
    (p ⬝ᵥ (q ⨯₃ r)) ^ 2 = 1 + 2 * (p ⬝ᵥ q) * (q ⬝ᵥ r) * (r ⬝ᵥ p)
      - (p ⬝ᵥ q) ^ 2 - (q ⬝ᵥ r) ^ 2 - (r ⬝ᵥ p) ^ 2 := by
  have key : (p ⬝ᵥ (q ⨯₃ r)) ^ 2 = (p ⬝ᵥ p) * (q ⬝ᵥ q) * (r ⬝ᵥ r)
      + 2 * (p ⬝ᵥ q) * (q ⬝ᵥ r) * (r ⬝ᵥ p)
      - (r ⬝ᵥ r) * (p ⬝ᵥ q) ^ 2 - (p ⬝ᵥ p) * (q ⬝ᵥ r) ^ 2 - (q ⬝ᵥ q) * (r ⬝ᵥ p) ^ 2 := by
    simp only [cross_apply, dotProduct, Fin.sum_univ_three, Matrix.cons_val]
    ring
  rw [hp, hq, hr] at key
  linarith

/-- For unit Bloch vectors the squared modulus of the trace is the product of the three pairwise
squared overlaps `(1 + nᵢ·nⱼ)/2`. -/
theorem normSq_trace {n₁ n₂ n₃ : Fin 3 → ℝ}
    (h₁ : n₁ ⬝ᵥ n₁ = 1) (h₂ : n₂ ⬝ᵥ n₂ = 1) (h₃ : n₃ ⬝ᵥ n₃ = 1) :
    Complex.normSq (blochMatrix n₁ * blochMatrix n₂ * blochMatrix n₃).trace =
      (1 + n₁ ⬝ᵥ n₂) / 2 * ((1 + n₂ ⬝ᵥ n₃) / 2) * ((1 + n₃ ⬝ᵥ n₁) / 2) := by
  have hT : (blochMatrix n₁ * blochMatrix n₂ * blochMatrix n₃).trace = ((1 / 4 : ℝ) : ℂ) *
      ⟨1 + n₁ ⬝ᵥ n₂ + n₂ ⬝ᵥ n₃ + n₃ ⬝ᵥ n₁, n₁ ⬝ᵥ (n₂ ⨯₃ n₃)⟩ := by
    rw [trace_three, Complex.mk_eq_add_mul_I]
    push_cast
    ring
  rw [hT, Complex.normSq_mul, Complex.normSq_ofReal, Complex.normSq_mk]
  linear_combination (1 / 16) * triple_sq h₁ h₂ h₃

/-- The first two vectors of a positively oriented triple of unit vectors are never parallel or
antiparallel: their cosine lies strictly between `-1` and `1`. -/
theorem cos_side_bounds {p q r : Fin 3 → ℝ} (hp : p ⬝ᵥ p = 1) (hq : q ⬝ᵥ q = 1)
    (hr : r ⬝ᵥ r = 1) (ht : 0 < p ⬝ᵥ (q ⨯₃ r)) : -1 < p ⬝ᵥ q ∧ p ⬝ᵥ q < 1 := by
  have hg := triple_sq hp hq hr
  have hm : 0 ≤ (p - q) ⬝ᵥ (p - q) := Finset.sum_nonneg fun i _ => mul_self_nonneg _
  have ha : 0 ≤ (p + q) ⬝ᵥ (p + q) := Finset.sum_nonneg fun i _ => mul_self_nonneg _
  simp only [sub_dotProduct, dotProduct_sub, hp, hq, dotProduct_comm q p] at hm
  simp only [add_dotProduct, dotProduct_add, hp, hq, dotProduct_comm q p] at ha
  refine ⟨lt_of_le_of_ne (by linarith) fun h => ?_, lt_of_le_of_ne (by linarith) fun h => ?_⟩
  · rw [← h] at hg
    nlinarith [sq_nonneg (q ⬝ᵥ r + r ⬝ᵥ p), pow_pos ht 2]
  · rw [h] at hg
    nlinarith [sq_nonneg (q ⬝ᵥ r - r ⬝ᵥ p), pow_pos ht 2]

/-- If `z` lies in the upper half plane and `Im w · Re z - Re w · Im z` is negative, then the
phase of `w` is smaller than the phase of `z`, both taken in `(-π, π]`. -/
theorem arg_lt_arg {w z : ℂ} (hz : 0 < z.im)
    (h : w.im * z.re - w.re * z.im < 0) : w.arg < z.arg := by
  by_contra hn
  have hs : 0 ≤ Real.sin (w.arg - z.arg) :=
    Real.sin_nonneg_of_nonneg_of_le_pi (by linarith)
      (by linarith [Complex.arg_le_pi w, Complex.arg_nonneg_iff.mpr hz.le])
  have e : w.im * z.re - w.re * z.im = ‖w‖ * ‖z‖ * Real.sin (w.arg - z.arg) := by
    rw [Real.sin_sub]
    linear_combination (-z.re) * Complex.norm_mul_sin_arg w
      - ‖w‖ * Real.sin w.arg * Complex.norm_mul_cos_arg z
      + z.im * Complex.norm_mul_cos_arg w
      + ‖w‖ * Real.cos w.arg * Complex.norm_mul_sin_arg z
  have : 0 ≤ ‖w‖ * ‖z‖ * Real.sin (w.arg - z.arg) := by positivity
  linarith

/-- The half solid angle rule: for unit Bloch vectors with `n₁·(n₂ × n₃) > 0`, the phase of
`tr P(n₁)P(n₂)P(n₃)` is half the spherical excess of the triangle `n₁, n₂, n₃`. -/
theorem arg_trace_eq_half_excess {n₁ n₂ n₃ : Fin 3 → ℝ}
    (h₁ : n₁ ⬝ᵥ n₁ = 1) (h₂ : n₂ ⬝ᵥ n₂ = 1) (h₃ : n₃ ⬝ᵥ n₃ = 1)
    (ht : 0 < n₁ ⬝ᵥ (n₂ ⨯₃ n₃)) :
    (blochMatrix n₁ * blochMatrix n₂ * blochMatrix n₃).trace.arg =
      sphericalExcess n₁ n₂ n₃ / 2 := by
  have hT : (blochMatrix n₁ * blochMatrix n₂ * blochMatrix n₃).trace = ((1 / 4 : ℝ) : ℂ) *
      ⟨1 + n₁ ⬝ᵥ n₂ + n₂ ⬝ᵥ n₃ + n₃ ⬝ᵥ n₁, n₁ ⬝ᵥ (n₂ ⨯₃ n₃)⟩ := by
    rw [trace_three, Complex.mk_eq_add_mul_I]
    push_cast
    ring
  have hV : ∀ p q r : Fin 3 → ℝ, p ⬝ᵥ p = 1 → vertexAngle p q r =
      Complex.arg ⟨q ⬝ᵥ r - (p ⬝ᵥ q) * (p ⬝ᵥ r), p ⬝ᵥ (q ⨯₃ r)⟩ := by
    intro p q r hp
    have h : (p ⨯₃ q) ⬝ᵥ (p ⨯₃ r) = q ⬝ᵥ r - (p ⬝ᵥ q) * (p ⬝ᵥ r) := by
      rw [cross_dot_cross, hp, dotProduct_comm q p]
      ring
    rw [vertexAngle, h]
  have t₂ : n₂ ⬝ᵥ (n₃ ⨯₃ n₁) = n₁ ⬝ᵥ (n₂ ⨯₃ n₃) := (triple_product_permutation n₁ n₂ n₃).symm
  have t₃ : n₃ ⬝ᵥ (n₁ ⨯₃ n₂) = n₁ ⬝ᵥ (n₂ ⨯₃ n₃) := triple_product_permutation n₃ n₁ n₂
  obtain ⟨a₁, a₂⟩ := cos_side_bounds h₁ h₂ h₃ ht
  obtain ⟨b₁, b₂⟩ := cos_side_bounds h₂ h₃ h₁ (t₂ ▸ ht)
  obtain ⟨c₁, c₂⟩ := cos_side_bounds h₃ h₁ h₂ (t₃ ▸ ht)
  have hg := triple_sq h₁ h₂ h₃
  rw [hT, Complex.arg_real_mul _ (by norm_num), sphericalExcess, hV _ _ _ h₁, hV _ _ _ h₂,
    hV _ _ _ h₃, t₂, t₃, dotProduct_comm n₁ n₃, dotProduct_comm n₂ n₁, dotProduct_comm n₃ n₂]
  generalize n₁ ⬝ᵥ (n₂ ⨯₃ n₃) = t at *
  generalize n₁ ⬝ᵥ n₂ = a at *
  generalize n₂ ⬝ᵥ n₃ = b at *
  generalize n₃ ⬝ᵥ n₁ = c at *
  have hne : ∀ x : ℝ, (⟨x, t⟩ : ℂ) ≠ 0 := fun x h => ht.ne' (congrArg Complex.im h)
  have hpos : ∀ x : ℝ, 0 ≤ Complex.arg ⟨x, t⟩ := fun x => Complex.arg_nonneg_iff.mpr ht.le
  have hlt : ∀ x : ℝ, Complex.arg ⟨x, t⟩ < Real.pi :=
    fun x => Complex.arg_lt_pi_iff.mpr (Or.inr ht.ne')
  -- the phase of the trace is smaller than the vertex angles
  have hA : Complex.arg ⟨1 + a + b + c, t⟩ < Complex.arg ⟨b - a * c, t⟩ := by
    apply arg_lt_arg ht
    have := mul_pos ht (mul_pos (by linarith : 0 < 1 + a) (by linarith : 0 < 1 + c))
    dsimp only
    linarith
  have hB : Complex.arg ⟨1 + a + b + c, t⟩ < Complex.arg ⟨c - b * a, t⟩ := by
    apply arg_lt_arg ht
    have := mul_pos ht (mul_pos (by linarith : 0 < 1 + a) (by linarith : 0 < 1 + b))
    dsimp only
    linarith
  -- the product of the three vertex numbers is a negative multiple of the squared trace
  have hk : -((1 - a) * (1 - b) * (1 - c) / 2) < 0 := by
    have := mul_pos (mul_pos (sub_pos.mpr a₂) (sub_pos.mpr b₂)) (sub_pos.mpr c₂)
    linarith
  have hprod : (⟨b - a * c, t⟩ : ℂ) * ⟨c - b * a, t⟩ * ⟨a - c * b, t⟩ =
      ((-((1 - a) * (1 - b) * (1 - c) / 2) : ℝ) : ℂ) * ⟨1 + a + b + c, t⟩
        * ⟨1 + a + b + c, t⟩ := by
    apply Complex.ext
    · simp only [Complex.mul_re, Complex.mul_im, Complex.ofReal_re, Complex.ofReal_im]
      linear_combination (-((b - a * c) + (c - b * a) + (a - c * b))
        - (1 - a) * (1 - b) * (1 - c) / 2) * hg
    · simp only [Complex.mul_re, Complex.mul_im, Complex.ofReal_re, Complex.ofReal_im]
      linear_combination (-t) * hg
  have hk' : ((-((1 - a) * (1 - b) * (1 - c) / 2) : ℝ) : ℂ) ≠ 0 :=
    Complex.ofReal_ne_zero.mpr hk.ne
  have h := congrArg (fun z : ℂ => (z.arg : Real.Angle)) hprod
  rw [Complex.arg_mul_coe_angle (mul_ne_zero (hne _) (hne _)) (hne _),
    Complex.arg_mul_coe_angle (hne _) (hne _),
    Complex.arg_mul_coe_angle (mul_ne_zero hk' (hne _)) (hne _),
    Complex.arg_mul_coe_angle hk' (hne _), Complex.arg_ofReal_of_neg hk] at h
  simp only [← Real.Angle.coe_add] at h
  obtain ⟨m, hm⟩ := Real.Angle.angle_eq_iff_two_pi_dvd_sub.mp h
  -- the bounds on the angles leave no room for a multiple of `2π`
  have hC := hpos (a - c * b)
  have hW := hpos (1 + a + b + c)
  have m₁ : (-1 : ℝ) < m := by
    nlinarith [Real.pi_pos]
  have m₂ : (m : ℝ) < 1 := by
    nlinarith [Real.pi_pos, hlt (b - a * c), hlt (c - b * a), hlt (a - c * b)]
  have m₁' : -1 < m := by exact_mod_cast m₁
  have m₂' : m < 1 := by exact_mod_cast m₂
  have m₀ : m = 0 := by omega
  rw [m₀, Int.cast_zero, mul_zero] at hm
  linarith

/-- For Bloch vectors along the `x`, `y` and `z` axes the trace is `(1 + i)/4` and the
spherical excess is `π/2`. -/
theorem octant_witness :
    (blochMatrix ![1, 0, 0] * blochMatrix ![0, 1, 0] * blochMatrix ![0, 0, 1]).trace =
        (1 + Complex.I) / 4 ∧
      sphericalExcess ![1, 0, 0] ![0, 1, 0] ![0, 0, 1] = Real.pi / 2 := by
  have hI : Complex.arg ⟨0, 1⟩ = Real.pi / 2 := Complex.arg_I
  constructor
  · rw [trace_three]
    simp [cross_apply, dotProduct, Fin.sum_univ_three]
  · have v₁ : vertexAngle ![1, 0, 0] ![0, 1, 0] ![0, 0, 1] = Real.pi / 2 := by
      simp [vertexAngle, cross_apply, dotProduct, Fin.sum_univ_three, hI]
    have v₂ : vertexAngle ![0, 1, 0] ![0, 0, 1] ![1, 0, 0] = Real.pi / 2 := by
      simp [vertexAngle, cross_apply, dotProduct, Fin.sum_univ_three, hI]
    have v₃ : vertexAngle ![0, 0, 1] ![1, 0, 0] ![0, 1, 0] = Real.pi / 2 := by
      simp [vertexAngle, cross_apply, dotProduct, Fin.sum_univ_three, hI]
    rw [sphericalExcess, v₁, v₂, v₃]
    ring

end

end TwoBandSolidAngle
```

```lean
#print axioms TwoBandSolidAngle.trace_reverse
#print axioms TwoBandSolidAngle.normSq_trace
#print axioms TwoBandSolidAngle.arg_trace_eq_half_excess
```

```
'TwoBandSolidAngle.trace_reverse' depends on axioms: [propext, Classical.choice, Quot.sound]
'TwoBandSolidAngle.normSq_trace' depends on axioms: [propext, Classical.choice, Quot.sound]
'TwoBandSolidAngle.arg_trace_eq_half_excess' depends on axioms: [propext, Classical.choice, Quot.sound]
```

## From the matrix entries to the integer m

`trace_three` writes each matrix out by its entries (`hP`) and multiplies. The closing `linear_combination` uses $i^2=-1$, which is needed only for products of two $\sigma_y$ components. `trace_reverse` applies this formula to both orders and uses the antisymmetry of the cross product.

`triple_sq` proves the Gram identity for vectors of any length and then inserts the norms. `normSq_trace` adds it, with weight $1/16$, to the expanded modulus. `cos_side_bounds` gets the weak bounds from $|p\mp q|^2\ge0$ and excludes equality by the sign contradiction above.

For $z$ in the upper half plane, `arg_lt_arg` turns a negative $\operatorname{Im}(w\bar z)$ into an inequality of phases. If the phase of $w$ were at least that of $z$, their difference would lie in $[0,\pi]$ and its sine could not be negative.

In the main theorem, `hT` removes the positive factor $1/4$ and `hV` brings the vertex numbers to the form $z_j$. The `generalize` steps then replace the vectors by the real numbers $a,b,c,t$. The inequalities $\varphi<A$ and $\varphi<B$ are `hA` and `hB`, and `hprod` is the product identity, checked on real and imaginary parts with the Gram relation `hg`.

Arguments add only modulo $2\pi$, so the identity is passed to `Real.Angle`, which yields the integer `m`. The bounds `m₁` and `m₂` place it strictly between $-1$ and $1$, and `omega` concludes that it is zero.

`octant_witness` evaluates the case of the three coordinate axes: the trace is $(1+i)/4$, with phase $\pi/4$, and the excess is $\pi/2$.
